# Natural orbitals minimise the occupation entropy of a finite one-particle density matrix with eigenvalues in [0,1]

## Can another choice of orbitals go below the natural value?

If some rotation of the orbitals could push the occupation entropy below its value for natural orbitals, that value would not be a lower bound, and the excess over it in another basis could be negative.

My example is one electron of fixed spin in the bonding orbital, the normalised sum of two orthonormal site orbitals. In the site orbitals the occupations are 1/2 and 1/2, and summing \(-p\ln p-(1-p)\ln(1-p)\) gives \(2\ln 2\). In the bonding and antibonding orbitals they are 1 and 0, and the sum is zero. Nothing can go below zero, so this case is safe. But for a correlated state, whose natural occupations are fractional, what stops a third set of orbitals from doing better? And if another set gives the same entropy, must it be natural too?

## No: Jensen's inequality and unitarity rule it out

Nothing does better, and a tie occurs only for natural orbitals. Let \(\gamma\) be the one-particle density matrix in a finite orthonormal spin-orbital basis, Hermitian with eigenvalues \(n_k\in[0,1]\). Let the columns of the unitary matrix \(V\) be its eigenvectors, the natural orbitals, and let the columns of another unitary matrix \(U\) be your orbitals. With \(D=\mathrm{diag}(n_k)\) and the overlap matrix \(T=U^\dagger V\), the density matrix in your orbitals is

\[
M=U^\dagger\gamma U=U^\dagger VDV^\dagger U=TDT^\dagger .
\]

Your occupations are its diagonal entries:

\[
p_i=M_{ii}=\sum_k |T_{ik}|^2\,n_k .
\]

Since \(TT^\dagger=U^\dagger VV^\dagger U=1\), the matrix \(T\) is unitary. The diagonal entries of \(TT^\dagger=1\) and \(T^\dagger T=1\) read

\[
\sum_k|T_{ik}|^2=1,\qquad \sum_i|T_{ik}|^2=1 .
\]

By the first sum, \(p_i\) is a weighted average of the \(n_k\), so it lies in \([0,1]\). For \(f\) convex on \([0,1]\), Jensen's inequality gives

\[
f(p_i)\le\sum_k|T_{ik}|^2 f(n_k).
\]

Summing over \(i\) and using the second sum,

\[
\sum_i f(p_i)\le\sum_k\Big(\sum_i|T_{ik}|^2\Big)f(n_k)=\sum_k f(n_k).
\]

The binary entropy \(h(p)=-p\ln p-(1-p)\ln(1-p)\), with \(h(0)=h(1)=0\), is continuous on \([0,1]\) and has \(h''(p)=-1/[p(1-p)]<0\) inside, so \(-h\) is strictly convex there. Taking \(f=-h\) reverses the sign: \(\sum_k h(n_k)\le\sum_i h(p_i)\).

Now suppose that \(f\) is strictly convex and the two sums are equal. Each row obeys its own inequality, so each row must be an equality. Strict convexity then forces \(n_k=p_i\) wherever \(T_{ik}\neq0\). For \(i\neq j\),

\[
M_{ij}=\sum_k T_{ik}\,n_k\,T_{jk}^*=p_i\sum_kT_{ik}T_{jk}^*=0,
\]

because the rows of \(T\) are orthogonal. So \(M\) is diagonal, and your orbitals are eigenvectors of \(\gamma\).

Conversely, let \(M\) be diagonal. From \(MT=TD\) we get \(p_iT_{ik}=T_{ik}n_k\), so again \(n_k=p_i\) wherever \(T_{ik}\ne0\). Every average in row \(i\) is then an average of equal numbers, Jensen's inequality is an equality, and the sums agree.

## What the Lean theorems say about orbitals and occupations

The finite type `ι` labels the spin orbitals, and `γ` is a complex matrix over it. The hypothesis `hγ` says that it is Hermitian, and `hγ.eigenvalues` lists the \(n_k\) with multiplicity. The condition `hn`, that they lie in \([0,1]\), stands for the Pauli principle: no spin orbital holds more than one electron. It is assumed and not derived from a many-electron state. A spin-summed matrix with occupations up to 2 doesn't satisfy it in general. The trace is left free, so no electron number is fixed.

The condition `hU` says that the columns of `U` are orthonormal orbitals. `occupation γ U i` is the real part of \((U^\dagger\gamma U)_{ii}\), which loses nothing because that entry is real for Hermitian \(\gamma\). `overlap hγ U` is \(T\). `entropy` is the sum of binary entropies with the natural logarithm; it includes the hole term \(-(1-p)\ln(1-p)\), which some definitions of occupation entropy omit.

There are three main results:

- `schur_convexity` treats the basis in which `γ` is given, \(U=1\). Every diagonal entry lies in \([0,1]\), and for \(f\) convex on \([0,1]\) the sum of \(f\) over the diagonal is at most its sum over the eigenvalues. In textbooks, Schur convexity means monotonicity under majorisation; the theorem with this name is an inequality for sums of a single convex function.
- `equality_iff_natural` allows any orthonormal orbitals and any strictly convex \(f\). The sums agree exactly when \(U^\dagger\gamma U\) is diagonal, which is what `IsDiag` says.
- `natural_orbitals_minimise_entropy` gives the entropy inequality for any orthonormal orbitals, with the same condition for equality.

Diagonality is the right criterion when eigenvalues are degenerate: any orthonormal eigenbasis counts as natural, not only the one that Mathlib selects.

The step left to the reader is to identify `γ` with the matrix of a physical state, \(\gamma_{ij}=\langle a_j^\dagger a_i\rangle\), where \(a_i\) annihilates an electron in spin orbital \(i\). With the opposite index order, transpose first; with overlapping atomic orbitals, orthonormalise first.

In electronic-structure calculations with a finite spin-orbital basis, the occupation entropy found in a complete orthonormal set of localised or canonical orbitals is therefore an upper bound on the natural value, provided that the computed \(\gamma\) is Hermitian with eigenvalues in \([0,1]\). Not every approximate method guarantees this. The occupation entropy is in general not the von Neumann entropy of the many-electron state: for a pure state that isn't a single Slater determinant, the von Neumann entropy is zero, while the natural value of the occupation entropy is positive.

```lean
import Mathlib

open Matrix Finset

namespace OccupationEntropy

noncomputable section

variable {ι : Type*} [Fintype ι] [DecidableEq ι] {γ : Matrix ι ι ℂ}

/-- The occupation of the `i`-th orbital, where the orbitals are the columns of `U`:
the real part of the `i`-th diagonal entry of `Uᴴ γ U`. -/
def occupation (γ U : Matrix ι ι ℂ) (i : ι) : ℝ := ((Uᴴ * γ * U) i i).re

/-- The overlaps of the orbitals in the columns of `U` with the natural orbitals
(the orthonormal eigenvectors) of a Hermitian `γ`. -/
def overlap (hγ : γ.IsHermitian) (U : Matrix ι ι ℂ) : Matrix ι ι ℂ :=
  Uᴴ * (hγ.eigenvectorUnitary : Matrix ι ι ℂ)

/-- The fermionic entropy of a set of occupations: the sum of the binary entropies
`-p log p - (1 - p) log (1 - p)`. -/
def entropy (p : ι → ℝ) : ℝ := ∑ i, Real.binEntropy (p i)

/-- A Hermitian density matrix, written in the orbitals `U`, is the diagonal matrix of its
eigenvalues transformed by the overlaps with the natural orbitals. -/
theorem density_in_orbitals (hγ : γ.IsHermitian) (U : Matrix ι ι ℂ) :
    Uᴴ * γ * U = overlap hγ U * diagonal (fun k => (hγ.eigenvalues k : ℂ)) *
      (overlap hγ U)ᴴ := by
  have h : γ = (hγ.eigenvectorUnitary : Matrix ι ι ℂ) *
      diagonal (fun k => (hγ.eigenvalues k : ℂ)) *
      (hγ.eigenvectorUnitary : Matrix ι ι ℂ)ᴴ := by
    have h := hγ.spectral_theorem
    rw [Unitary.conjStarAlgAut_apply] at h
    exact h
  rw [overlap, conjTranspose_mul, conjTranspose_conjTranspose]
  calc Uᴴ * γ * U = Uᴴ * ((hγ.eigenvectorUnitary : Matrix ι ι ℂ) *
      diagonal (fun k => (hγ.eigenvalues k : ℂ)) *
      (hγ.eigenvectorUnitary : Matrix ι ι ℂ)ᴴ) * U := by rw [← h]
    _ = _ := by simp only [Matrix.mul_assoc]

/-- The overlap matrix between an orthonormal orbital basis and the natural orbitals of a Hermitian
`γ` is unitary. -/
theorem overlap_unitary (hγ : γ.IsHermitian) {U : Matrix ι ι ℂ}
    (hU : U ∈ unitaryGroup ι ℂ) : overlap hγ U ∈ unitaryGroup ι ℂ := by
  have hV : (hγ.eigenvectorUnitary : Matrix ι ι ℂ) *
      (hγ.eigenvectorUnitary : Matrix ι ι ℂ)ᴴ = 1 :=
    mem_unitaryGroup_iff.mp hγ.eigenvectorUnitary.2
  have hU' : Uᴴ * U = 1 := mem_unitaryGroup_iff'.mp hU
  rw [mem_unitaryGroup_iff, star_eq_conjTranspose, overlap, conjTranspose_mul,
    conjTranspose_conjTranspose, Matrix.mul_assoc,
    ← Matrix.mul_assoc (hγ.eigenvectorUnitary : Matrix ι ι ℂ), hV, Matrix.one_mul, hU']

/-- The squared moduli of the entries of a unitary matrix sum to one along every row and
every column. -/
theorem weights_sum {T : Matrix ι ι ℂ} (hT : T ∈ unitaryGroup ι ℂ) :
    (∀ i, ∑ k, Complex.normSq (T i k) = 1) ∧ (∀ k, ∑ i, Complex.normSq (T i k) = 1) := by
  constructor
  · intro i
    have h := congrFun (congrFun (mem_unitaryGroup_iff.mp hT) i) i
    rw [Matrix.mul_apply, Matrix.one_apply_eq] at h
    have h' : ((∑ k, Complex.normSq (T i k) : ℝ) : ℂ) = 1 := by
      refine Eq.trans ?_ h
      rw [Complex.ofReal_sum]
      exact sum_congr rfl fun k _ => (Complex.mul_conj (T i k)).symm
    exact_mod_cast h'
  · intro k
    have h := congrFun (congrFun (mem_unitaryGroup_iff'.mp hT) k) k
    rw [Matrix.mul_apply, Matrix.one_apply_eq] at h
    have h' : ((∑ i, Complex.normSq (T i k) : ℝ) : ℂ) = 1 := by
      refine Eq.trans ?_ h
      rw [Complex.ofReal_sum]
      exact sum_congr rfl fun i _ => Complex.normSq_eq_conj_mul_self
    exact_mod_cast h'

/-- For Hermitian `γ`, each occupation is the sum of the eigenvalues weighted by the squared
overlaps with the natural orbitals. -/
theorem occupation_eq (hγ : γ.IsHermitian) (U : Matrix ι ι ℂ) (i : ι) :
    occupation γ U i = ∑ k, Complex.normSq (overlap hγ U i k) * hγ.eigenvalues k := by
  rw [occupation, density_in_orbitals hγ U, Matrix.mul_apply, Complex.re_sum]
  refine sum_congr rfl fun k _ => ?_
  rw [Matrix.mul_diagonal, conjTranspose_apply]
  simp [Complex.normSq_apply]
  ring

/-- If the eigenvalues of a Hermitian `γ` lie in `[0,1]`, so does the occupation of every
orbital of an orthonormal basis. -/
theorem occupation_mem_Icc (hγ : γ.IsHermitian)
    (hn : ∀ k, hγ.eigenvalues k ∈ Set.Icc (0 : ℝ) 1)
    {U : Matrix ι ι ℂ} (hU : U ∈ unitaryGroup ι ℂ) (i : ι) :
    occupation γ U i ∈ Set.Icc (0 : ℝ) 1 := by
  have h := (convex_Icc (0 : ℝ) 1).sum_mem (t := univ)
    (w := fun k => Complex.normSq (overlap hγ U i k)) (z := hγ.eigenvalues)
    (fun k _ => Complex.normSq_nonneg _) ((weights_sum (overlap_unitary hγ hU)).1 i)
    (fun k _ => hn k)
  rw [occupation_eq hγ]
  simpa only [smul_eq_mul] using h

/-- Jensen's inequality for one orbital of an orthonormal basis: for Hermitian `γ` with eigenvalues
in `[0,1]` and `f` convex on `[0,1]`, the value of `f` at the occupation is at most the average of
`f` over the eigenvalues, weighted by the squared overlaps. -/
theorem convex_occupation_le (hγ : γ.IsHermitian)
    (hn : ∀ k, hγ.eigenvalues k ∈ Set.Icc (0 : ℝ) 1) {U : Matrix ι ι ℂ}
    (hU : U ∈ unitaryGroup ι ℂ) {f : ℝ → ℝ} (hf : ConvexOn ℝ (Set.Icc 0 1) f) (i : ι) :
    f (occupation γ U i) ≤
      ∑ k, Complex.normSq (overlap hγ U i k) * f (hγ.eigenvalues k) := by
  have h := hf.map_sum_le (t := univ)
    (w := fun k => Complex.normSq (overlap hγ U i k)) (p := hγ.eigenvalues)
    (fun k _ => Complex.normSq_nonneg _) ((weights_sum (overlap_unitary hγ hU)).1 i)
    (fun k _ => hn k)
  rw [occupation_eq hγ]
  simpa only [smul_eq_mul] using h

/-- For Hermitian `γ`, the averages of `f` over the eigenvalues, weighted by the squared overlaps
with the natural orbitals and summed over an orthonormal basis, give the plain sum of `f` over the
eigenvalues. -/
theorem sum_averages (hγ : γ.IsHermitian) {U : Matrix ι ι ℂ}
    (hU : U ∈ unitaryGroup ι ℂ) (f : ℝ → ℝ) :
    ∑ i, ∑ k, Complex.normSq (overlap hγ U i k) * f (hγ.eigenvalues k) =
      ∑ k, f (hγ.eigenvalues k) := by
  rw [sum_comm]
  refine sum_congr rfl fun k _ => ?_
  rw [← sum_mul, (weights_sum (overlap_unitary hγ hU)).2 k, one_mul]

/-- For Hermitian `γ` with eigenvalues in `[0,1]` and `f` convex on `[0,1]`, every diagonal
entry lies in `[0,1]`, and the sum of `f` over the diagonal is at most its sum over the
eigenvalues. -/
theorem schur_convexity (hγ : γ.IsHermitian)
    (hn : ∀ k, hγ.eigenvalues k ∈ Set.Icc (0 : ℝ) 1)
    {f : ℝ → ℝ} (hf : ConvexOn ℝ (Set.Icc 0 1) f) :
    (∀ i, (γ i i).re ∈ Set.Icc (0 : ℝ) 1) ∧
      ∑ i, f (γ i i).re ≤ ∑ k, f (hγ.eigenvalues k) := by
  have h1 : (1 : Matrix ι ι ℂ) ∈ unitaryGroup ι ℂ := one_mem _
  have ho : ∀ i, occupation γ 1 i = (γ i i).re := fun i => by simp [occupation]
  refine ⟨fun i => ho i ▸ occupation_mem_Icc hγ hn h1 i, ?_⟩
  rw [← sum_averages hγ h1 f]
  exact sum_le_sum fun i _ => ho i ▸ convex_occupation_le hγ hn h1 hf i

/-- For Hermitian `γ` with eigenvalues in `[0,1]` and `f` strictly convex on `[0,1]`, the sums
of `f` over occupations and over eigenvalues agree exactly when `γ` is diagonal in the
chosen orthonormal orbitals. -/
theorem equality_iff_natural (hγ : γ.IsHermitian)
    (hn : ∀ k, hγ.eigenvalues k ∈ Set.Icc (0 : ℝ) 1) {U : Matrix ι ι ℂ}
    (hU : U ∈ unitaryGroup ι ℂ) {f : ℝ → ℝ} (hf : StrictConvexOn ℝ (Set.Icc 0 1) f) :
    ∑ i, f (occupation γ U i) = ∑ k, f (hγ.eigenvalues k) ↔ (Uᴴ * γ * U).IsDiag := by
  have hT := overlap_unitary hγ hU
  rw [← sum_averages hγ hU f, sum_eq_sum_iff_of_le
    (fun i _ => convex_occupation_le hγ hn hU hf.convexOn i)]
  constructor
  · intro h i j hij
    -- equality in Jensen: only eigenvalues equal to the occupation contribute
    have hk : ∀ k, overlap hγ U i k ≠ 0 → hγ.eigenvalues k = occupation γ U i := by
      intro k hk
      have e := h i (mem_univ i)
      rw [occupation_eq hγ] at e ⊢
      have h' := (hf.map_sum_eq_iff' (t := univ)
        (w := fun k => Complex.normSq (overlap hγ U i k)) (p := hγ.eigenvalues)
        (fun k _ => Complex.normSq_nonneg _) ((weights_sum hT).1 i)
        (fun k _ => hn k)).mp (by simpa only [smul_eq_mul] using e) k (mem_univ k)
        (fun h0 => hk (Complex.normSq_eq_zero.mp h0))
      simpa only [smul_eq_mul] using h'
    -- the rows of the overlap matrix are orthogonal
    have ho := congrFun (congrFun (mem_unitaryGroup_iff.mp hT) i) j
    rw [star_eq_conjTranspose, Matrix.mul_apply, Matrix.one_apply_ne hij] at ho
    rw [density_in_orbitals hγ U, Matrix.mul_apply,
      ← mul_zero (occupation γ U i : ℂ), ← ho, mul_sum]
    refine sum_congr rfl fun k _ => ?_
    rw [Matrix.mul_diagonal]
    by_cases h0 : overlap hγ U i k = 0
    · simp [h0]
    · rw [hk k h0]
      ring
  · intro hd i _
    have hTT : (overlap hγ U)ᴴ * overlap hγ U = 1 := mem_unitaryGroup_iff'.mp hT
    have hM : Uᴴ * γ * U * overlap hγ U =
        overlap hγ U * diagonal (fun k => (hγ.eigenvalues k : ℂ)) := by
      rw [density_in_orbitals hγ U, Matrix.mul_assoc, hTT, Matrix.mul_one]
    rw [← one_mul (f (occupation γ U i)), ← (weights_sum hT).1 i, sum_mul]
    refine sum_congr rfl fun k _ => ?_
    by_cases h0 : overlap hγ U i k = 0
    · simp [h0]
    · have e := congrFun (congrFun hM i) k
      rw [Matrix.mul_diagonal, Matrix.mul_apply, sum_eq_single i
        (fun j _ hj => by rw [hd hj.symm, zero_mul]) (by simp), mul_comm] at e
      rw [occupation, mul_left_cancel₀ h0 e, Complex.ofReal_re]

/-- For Hermitian `γ` with eigenvalues in `[0,1]`, the entropy of the eigenvalues is at most
that of the occupations in any orthonormal orbitals, with equality exactly when `γ` is
diagonal in those orbitals. -/
theorem natural_orbitals_minimise_entropy (hγ : γ.IsHermitian)
    (hn : ∀ k, hγ.eigenvalues k ∈ Set.Icc (0 : ℝ) 1) {U : Matrix ι ι ℂ}
    (hU : U ∈ unitaryGroup ι ℂ) :
    entropy hγ.eigenvalues ≤ entropy (occupation γ U) ∧
      (entropy (occupation γ U) = entropy hγ.eigenvalues ↔ (Uᴴ * γ * U).IsDiag) := by
  have hf := Real.strictConcave_binEntropy.neg
  constructor
  · have h := sum_le_sum fun i (_ : i ∈ univ) =>
      convex_occupation_le hγ hn hU hf.convexOn i
    rw [sum_averages hγ hU] at h
    simp only [Pi.neg_apply, sum_neg_distrib] at h
    exact neg_le_neg_iff.mp h
  · have h := equality_iff_natural hγ hn hU hf
    simp only [Pi.neg_apply, sum_neg_distrib, neg_inj] at h
    exact h

end

end OccupationEntropy
```

```lean
#print axioms OccupationEntropy.schur_convexity
-- 'OccupationEntropy.schur_convexity' depends on axioms: [propext, Classical.choice, Quot.sound]
#print axioms OccupationEntropy.natural_orbitals_minimise_entropy
-- 'OccupationEntropy.natural_orbitals_minimise_entropy' depends on axioms: [propext, Classical.choice, Quot.sound]
```

## From the overlap matrix to the equality case

`density_in_orbitals` is \(M=TDT^\dagger\): it takes \(\gamma=VDV^\dagger\) from Mathlib's spectral theorem and regroups the product. `overlap_unitary` computes \(TT^\dagger=1\), and `weights_sum` reads off the diagonal entries of \(TT^\dagger=1\) and \(T^\dagger T=1\) as the row and column sums. `occupation_eq` takes the diagonal of \(M\) and gives \(p_i=\sum_k|T_{ik}|^2n_k\).

Two lemmas use this average. `occupation_mem_Icc` applies the fact that a convex set, here \([0,1]\), contains the weighted averages of its points. `convex_occupation_le` is Jensen's inequality for one row, through `map_sum_le`. `sum_averages` then exchanges the two sums with `sum_comm` and uses the column sums. `schur_convexity` combines these at \(U=1\), where the occupations are the diagonal entries of \(\gamma\) itself.

In `equality_iff_natural`, `sum_eq_sum_iff_of_le` turns equality of the sums into equality in every row. For the forward direction, `map_sum_eq_iff'` is the equality case of Jensen's inequality in a form that permits zero weights; it yields `hk`, the statement that \(n_k=p_i\) wherever \(T_{ik}\neq0\). The orthogonality relation `ho` then makes \(M_{ij}\) vanish, with `by_cases` separating the terms where \(T_{ik}=0\). For the converse, `hM` is \(MT=TD\). Diagonality leaves one term in the entry \((MT)_{ik}\), and cancelling the nonzero \(T_{ik}\) gives \(n_k=p_i\).

`natural_orbitals_minimise_entropy` starts from Mathlib's strict concavity of the binary entropy and negates it to get a strictly convex function. Its first part sums the row inequalities for your orbitals and removes the minus signs, which reverses the inequality. Its second part is `equality_iff_natural` for the same function.
